# Alternating polarity in half-filled alternant Hückel systems without nonbonding orbitals

Replace one carbon atom of butadiene by nitrogen. In the Hückel model this lowers the on-site energy of one site, and π charge flows towards it. The neighbouring site loses charge, the next one gains, and the signs alternate along the chain. Does this alternation hold to first order at every distance and in every alternant skeleton, that is, whenever the sites split into two sublattices and hopping occurs only between them? The perturbation formula does not settle the matter at sight, because its terms have both signs.

Let all sites have the same on-site energy, taken as zero. No first-order response has the wrong sign when the doubly occupied orbitals all have negative energy and the virtual orbitals are their mirror images: the same orbitals with the amplitudes reversed on one sublattice, at the opposite, positive energies. A response may still vanish, for example between two disconnected fragments. For non-interacting electrons with fixed hopping elements, this gives a sign check on a computed charge-response matrix.

## Sites, partners and the response formula

Let `n` be the set of sites, `ι` the finite set of labels of the occupied orbitals and `κ` that of the virtual ones. All amplitudes are real.

In Lean 4 with Mathlib:

```lean
import Mathlib

open Matrix

namespace AlternatingPolarity

noncomputable section

variable {n ι κ : Type*} [Fintype ι] [Fintype κ]
```

Give each site $r$ a sign $s_r=\pm1$ according to its sublattice. An orbital $v$ has the partner $(Sv)_r = s_r v_r$, with the amplitudes on one sublattice reversed.

```lean
/-- The partner of an orbital: its coefficient on each site is multiplied by the sublattice
sign of that site. -/
def partner (s v : n → ℝ) : n → ℝ := fun r => s r * v r
```

Write $c_{jr}$ for the amplitude of occupied orbital $j$ on site $r$, $d_{kr}$ for that of virtual orbital $k$, and $E_j$, $E'_k$ for their energies. Shift the on-site energy of site $t$ by $\delta\alpha_t$. To first order, the virtual orbitals mix into orbital $j$ as

$$\delta c_{jr}=\delta\alpha_t\sum_k d_{kr}\,\frac{d_{kt}\,c_{jt}}{E_j-E'_k}.$$

Mixing among the occupied orbitals does not change the total density. The charge is $q_r=2\sum_j c_{jr}^2$, so $\delta q_r=4\sum_j c_{jr}\,\delta c_{jr}=\pi_{rt}\,\delta\alpha_t$ with

$$\pi_{rt}=4\sum_{j,k}\frac{c_{jr}c_{jt}\,d_{kr}d_{kt}}{E_j-E'_k}.$$

The code takes this sum as the definition of the polarisability; its derivation from perturbation theory is left to the text.

```lean
/-- The atom-atom polarisability of sites `r` and `t`, as a sum over occupied and virtual
orbitals with their energies. -/
def polarisability (occ : ι → n → ℝ) (Eocc : ι → ℝ) (virt : κ → n → ℝ) (Evirt : κ → ℝ)
    (r t : n) : ℝ :=
  4 * ∑ j, ∑ k, occ j r * occ j t * (virt k r * virt k t) / (Eocc j - Evirt k)
```

In the paired case the occupied orbitals lie at $E_j=-a_j$ and the virtual orbitals are $d_k=Sc_k$ at $E'_k=a_k$.

```lean
/-- The polarisability when the occupied orbitals `c j` lie at `-a j` and the virtual
orbitals are their partners at `a j`. -/
def pairedPolarisability (s : n → ℝ) (c : ι → n → ℝ) (a : ι → ℝ) (r t : n) : ℝ :=
  polarisability c (fun j => -a j) (fun k => partner s (c k)) a r t
```

The bond order is $p_{rt}=2\sum_j c_{jr}c_{jt}$, and $p_{rr}$ is the charge $q_r$.

```lean
/-- The bond order of two sites for doubly occupied orbitals `c j`; for `r = t` it is the
electron charge on the site. -/
def bondOrder (c : ι → n → ℝ) (r t : n) : ℝ := 2 * ∑ j, c j r * c j t
```

## Partners have opposite energy

The paired spectrum follows from the Hamiltonian. Suppose $H_{rt}=0$ whenever $s_r=s_t$. This includes $r=t$, so all sites have the same on-site energy, taken as zero. Every nonzero element then connects sites with $s_t=-s_r$, and $Hv=-av$ gives

$$\sum_t H_{rt}s_tv_t=-s_r\sum_t H_{rt}v_t=-s_r(-a\,v_r)=a\,s_rv_r .$$

In the proof, `key` is the first equality term by term: either the signs agree and the matrix element vanishes, or they differ and $s_t=-s_r$.

```lean
/-- If the Hamiltonian couples only sites of opposite sign, the partner of an orbital with
energy `-a` is an orbital with energy `a`. -/
theorem partner_energy [Fintype n] (H : Matrix n n ℝ) (s v : n → ℝ) (a : ℝ)
    (hs : ∀ r, s r = 1 ∨ s r = -1) (hH : ∀ r t, s r = s t → H r t = 0)
    (hv : H *ᵥ v = (-a) • v) : H *ᵥ partner s v = a • partner s v := by
  ext r
  have h := congrFun hv r
  simp only [Matrix.mulVec, dotProduct, Pi.smul_apply, smul_eq_mul, partner] at h ⊢
  -- every nonzero hop changes the sublattice sign
  have key : ∀ t, H r t * (s t * v t) = -(s r) * (H r t * v t) := by
    intro t
    by_cases hrt : s r = s t
    · rw [hH r t hrt]; ring
    · have e : s t = -s r := by
        rcases hs r with h1 | h1 <;> rcases hs t with h2 | h2 <;>
          first
            | linarith
            | exact (hrt (by linarith)).elim
      rw [e]; ring
  rw [Finset.sum_congr rfl fun t _ => key t, ← Finset.mul_sum, h]
  ring
```

## A quadratic form with positive energies

The inequality rests on a fact about positive numbers $a_j$ and real amplitudes $x_j$, with $j$ in a finite set $u$:

$$Q_u(x)=\sum_{j,k\in u}\frac{x_jx_k}{a_j+a_k}\ \ge 0,\qquad Q_u(x)=0\ \Rightarrow\ \sum_{j\in u}x_j=0 .$$

The proof is by induction on the set. For the empty set both sums are zero. To add an orbital $i$, put

$$L=\sum_{j\in u\cup\{i\}}\frac{x_j}{a_j+a_i},\qquad y_j=x_j\,\frac{a_j-a_i}{a_j+a_i}.$$

Since $(a_j+a_i)(a_k+a_i)=2a_i(a_j+a_k)+(a_j-a_i)(a_k-a_i)$, division by $(a_j+a_i)(a_k+a_i)(a_j+a_k)$ gives

$$\frac1{a_j+a_k}=\frac{2a_i}{(a_j+a_i)(a_k+a_i)}+\frac{(a_j-a_i)(a_k-a_i)}{(a_j+a_i)(a_k+a_i)(a_j+a_k)} .$$

Multiply by $x_jx_k$ and sum. Because $y_i=0$, orbital $i$ drops out of the second part:

$$Q_{u\cup\{i\}}(x)=2a_iL^2+Q_u(y).$$

Both terms are nonnegative, the second by the induction hypothesis, which must therefore cover all amplitudes and not only the original $x$.

For the second claim, $x_j=2a_i\,x_j/(a_j+a_i)+y_j$ sums to

$$\sum_{j\in u\cup\{i\}}x_j=2a_iL+\sum_{j\in u}y_j .$$

If the form vanishes, then $L=0$ and $Q_u(y)=0$. The induction hypothesis gives $\sum_{j\in u} y_j=0$, and hence $\sum_j x_j=0$.

In the code, `hsplit` is the completed square and `hsum` the identity for the total amplitude. In both, `field_simp` clears the denominators and `ring` checks the polynomial identity.

```lean
omit [Fintype ι] in
/-- For positive energies `a j` the quadratic form with kernel `1 / (a j + a k)` is
nonnegative, and it vanishes only on amplitudes whose sum is zero. -/
theorem energy_kernel_nonneg (a : ι → ℝ) (ha : ∀ j, 0 < a j) (u : Finset ι) :
    ∀ x : ι → ℝ, 0 ≤ ∑ j ∈ u, ∑ k ∈ u, x j * x k / (a j + a k) ∧
      (∑ j ∈ u, ∑ k ∈ u, x j * x k / (a j + a k) = 0 → ∑ j ∈ u, x j = 0) := by
  classical
  induction u using Finset.induction_on with
  | empty => intro x; simp
  | insert i u hi ih =>
    intro x
    have hne : ∀ j k, a j + a k ≠ 0 := fun j k => (add_pos (ha j) (ha k)).ne'
    -- eliminate orbital i by completing the square
    obtain ⟨y, hy⟩ : ∃ y : ι → ℝ, ∀ j, y j = x j * (a j - a i) / (a j + a i) :=
      ⟨_, fun _ => rfl⟩
    obtain ⟨L, hL⟩ : ∃ L : ℝ, L = ∑ j ∈ insert i u, x j / (a j + a i) := ⟨_, rfl⟩
    have hyi : y i = 0 := by rw [hy]; simp
    have h1 : ∑ j ∈ insert i u, ∑ k ∈ insert i u, y j * y k / (a j + a k)
        = ∑ j ∈ u, ∑ k ∈ u, y j * y k / (a j + a k) := by
      simp [Finset.sum_insert hi, hyi]
    have h2 : ∑ j ∈ insert i u, y j = ∑ j ∈ u, y j := by
      rw [Finset.sum_insert hi, hyi, zero_add]
    have hsplit : ∑ j ∈ insert i u, ∑ k ∈ insert i u, x j * x k / (a j + a k)
        = 2 * a i * L ^ 2 + ∑ j ∈ u, ∑ k ∈ u, y j * y k / (a j + a k) := by
      rw [← h1, hL, pow_two, Finset.sum_mul_sum, Finset.mul_sum, ← Finset.sum_add_distrib]
      refine Finset.sum_congr rfl fun j _ => ?_
      rw [Finset.mul_sum, ← Finset.sum_add_distrib]
      refine Finset.sum_congr rfl fun k _ => ?_
      rw [hy j, hy k]
      have e1 := hne j k
      have e2 := hne j i
      have e3 := hne k i
      field_simp
      ring
    -- the elimination changes the total amplitude only by a multiple of L
    have hsum : ∑ j ∈ insert i u, x j = 2 * a i * L + ∑ j ∈ u, y j := by
      rw [← h2, hL, Finset.mul_sum, ← Finset.sum_add_distrib]
      refine Finset.sum_congr rfl fun j _ => ?_
      rw [hy j]
      have e2 := hne j i
      field_simp
      ring
    obtain ⟨p, q⟩ := ih y
    have hi0 := ha i
    have hsq : 0 ≤ 2 * a i * L ^ 2 := by positivity
    rw [hsplit]
    refine ⟨add_nonneg hsq p, fun h0 => ?_⟩
    have e1 : 2 * a i * L ^ 2 = 0 := by linarith
    have hL0 : L = 0 := by
      rcases mul_eq_zero.1 e1 with h | h
      · linarith
      · exact (pow_eq_zero_iff two_ne_zero).1 h
    rw [hsum, hL0, q (by linarith)]
    ring
```

## The sign of the polarisability

Insert the partners into the response formula and multiply by $s_rs_t$. Each sign now occurs squared:

$$s_rs_t\,\pi_{rt}=4\sum_{j,k}\frac{s_r^2s_t^2\,c_{jr}c_{jt}c_{kr}c_{kt}}{-a_j-a_k}=-4\sum_{j,k}\frac{x_jx_k}{a_j+a_k},\qquad x_j=c_{jr}c_{jt}.$$

The final `linear_combination` uses $s_r^2=1$ and $s_t^2=1$ for this cancellation.

```lean
/-- Multiplied by the two sublattice signs, the paired polarisability is minus four times the
quadratic form of the orbital products `c j r * c j t`. -/
theorem signed_polarisability (s : n → ℝ) (c : ι → n → ℝ) (a : ι → ℝ)
    (hs : ∀ r, s r = 1 ∨ s r = -1) (r t : n) :
    s r * s t * pairedPolarisability s c a r t
      = -(4 * ∑ j, ∑ k, (c j r * c j t) * (c k r * c k t) / (a j + a k)) := by
  have hsq : ∀ r, s r * s r = 1 := fun r => by
    rcases hs r with h | h <;> rw [h] <;> norm_num
  simp only [pairedPolarisability, polarisability, partner, Finset.mul_sum,
    ← Finset.sum_neg_distrib]
  refine Finset.sum_congr rfl fun j _ => Finset.sum_congr rfl fun k _ => ?_
  have e : -a j - a k = -(a j + a k) := by ring
  rw [e, div_neg]
  linear_combination
    (-4 * (c j r * c j t * (c k r * c k t)) / (a j + a k) * s t ^ 2) * hsq r
      + (-4 * (c j r * c j t * (c k r * c k t)) / (a j + a k)) * hsq t
```

The right-hand side is $-4$ times the quadratic form over all occupied orbitals, so

$$s_rs_t\,\pi_{rt}\le 0 .$$

On the same sublattice $\pi_{rt}\le0$, and on opposite sublattices $\pi_{rt}\ge0$. The theorem assumes only that each $s_r$ is $\pm1$ and each $a_j$ is positive. Orthonormality and completeness are not needed for the inequality, though they are needed to read the sum as a charge response. The condition $a_j>0$ stands for a filled lower half of the spectrum with no nonbonding orbital.

```lean
/-- For positive `a j`, the paired polarisability of two sites, multiplied by their sublattice
signs, is never positive. -/
theorem alternating_polarity (s : n → ℝ) (c : ι → n → ℝ) (a : ι → ℝ)
    (hs : ∀ r, s r = 1 ∨ s r = -1) (ha : ∀ j, 0 < a j) (r t : n) :
    s r * s t * pairedPolarisability s c a r t ≤ 0 := by
  rw [signed_polarisability s c a hs]
  have h := (energy_kernel_nonneg a ha Finset.univ fun j => c j r * c j t).1
  linarith
```

Positivity of the $a_j$ matters already for two sites with signs $1,-1$ and hopping element $-1$. Put both electrons into the upper orbital $(1,-1)/\sqrt2$, at energy $+1$, so that $a=-1$. The partner $(1,1)/\sqrt2$ at energy $-1$ is now empty, and

$$\pi_{01}=4\cdot\frac{(-\tfrac12)(\tfrac12)}{1-(-1)}=-\frac12,\qquad s_0s_1\pi_{01}=+\frac12>0 .$$

For this excited configuration the inequality is violated.

Return to positive $a_j$. If $s_rs_t\pi_{rt}=0$, the quadratic form vanishes, so $\sum_jc_{jr}c_{jt}=0$ and therefore $p_{rt}=0$. A nonzero bond order thus makes the inequality strict. The proof runs this argument by contradiction, using the second half of `energy_kernel_nonneg`.

```lean
/-- For positive `a j` and two sites with nonzero bond order, the paired polarisability multiplied
by the two sublattice signs is strictly negative. -/
theorem alternating_polarity_strict (s : n → ℝ) (c : ι → n → ℝ) (a : ι → ℝ)
    (hs : ∀ r, s r = 1 ∨ s r = -1) (ha : ∀ j, 0 < a j) (r t : n)
    (hp : bondOrder c r t ≠ 0) :
    s r * s t * pairedPolarisability s c a r t < 0 := by
  refine lt_of_le_of_ne (alternating_polarity s c a hs ha r t) fun h0 => hp ?_
  rw [signed_polarisability s c a hs] at h0
  have h := (energy_kernel_nonneg a ha Finset.univ fun j => c j r * c j t).2 (by linarith)
  unfold bondOrder
  rw [h, mul_zero]
```

For sites on opposite sublattices $s_rs_t=-1$, and the strict inequality reads $\pi_{rt}>0$: raising the energy of one site pushes charge onto the other.

```lean
/-- For positive `a j`, two sites on opposite sublattices with nonzero bond order have a positive
paired polarisability. -/
theorem opposite_sites_pos (s : n → ℝ) (c : ι → n → ℝ) (a : ι → ℝ)
    (hs : ∀ r, s r = 1 ∨ s r = -1) (ha : ∀ j, 0 < a j) (r t : n)
    (hrt : s r * s t = -1) (hp : bondOrder c r t ≠ 0) :
    0 < pairedPolarisability s c a r t := by
  have h := alternating_polarity_strict s c a hs ha r t hp
  rw [hrt] at h
  linarith
```

## Unit charge and the response of a site to itself

When the occupied orbitals and their partners form an orthonormal basis, they satisfy the closure relation

$$\sum_jc_{jr}c_{jt}+\sum_j s_rc_{jr}\,s_tc_{jt}=\delta_{rt}.$$

This is the hypothesis `hc`, with $\delta_{rt}$ written as an entry of the unit matrix. At $r=t$ the two sums are equal because $s_r^2=1$, so $2\sum_jc_{jr}^2=1$. Every site carries charge one. Its bond order with itself is then nonzero, and since $s_rs_r=1$ the strict inequality gives $\pi_{rr}<0$: a site whose energy is raised loses charge. For two different sites of the same sublattice, closure gives $p_{rt}=0$, so the strict inequality does not apply to them and only $\pi_{rt}\le0$ is proved here.

```lean
/-- If the `a j` are positive and the orbitals and their partners satisfy the closure relation,
every site carries charge one and has a strictly negative paired self-polarisability. -/
theorem self_polarisability_neg [DecidableEq n] (s : n → ℝ) (c : ι → n → ℝ) (a : ι → ℝ)
    (hs : ∀ r, s r = 1 ∨ s r = -1) (ha : ∀ j, 0 < a j)
    (hc : ∀ r t, ∑ j, c j r * c j t + ∑ j, partner s (c j) r * partner s (c j) t
      = (1 : Matrix n n ℝ) r t) (r : n) :
    bondOrder c r r = 1 ∧ pairedPolarisability s c a r r < 0 := by
  have hsq : s r * s r = 1 := by rcases hs r with h | h <;> rw [h] <;> norm_num
  -- an orbital and its partner have the same density on each site
  have e : ∑ j, partner s (c j) r * partner s (c j) r = ∑ j, c j r * c j r := by
    refine Finset.sum_congr rfl fun j _ => ?_
    simp only [partner]
    linear_combination (c j r * c j r) * hsq
  have h := hc r r
  rw [e, Matrix.one_apply_eq] at h
  have hq : bondOrder c r r = 1 := by unfold bondOrder; linarith
  refine ⟨hq, ?_⟩
  have h' := alternating_polarity_strict s c a hs ha r r (by rw [hq]; exact one_ne_zero)
  rwa [hsq, one_mul] at h'
```

## Two sites worked out

The smallest example is a two-site chain, the Hückel model of ethylene, with energies in units of the hopping strength:

$$H=\begin{pmatrix}0&-1\\-1&0\end{pmatrix}.$$

```lean
/-- The two-site Hamiltonian with hopping element `-1`. -/
def dimerH : Matrix (Fin 2) (Fin 2) ℝ := !![0, -1; -1, 0]
```

The sites, numbered 0 and 1, have signs $s_0=1$ and $s_1=-1$.

```lean
/-- The sublattice signs of the two sites. -/
def dimerSign : Fin 2 → ℝ := ![1, -1]
```

The occupied orbital is $c_0=(1,1)/\sqrt2$, whose amplitudes the code writes as $\sqrt2/2$.

```lean
/-- The single occupied orbital, with equal coefficients on both sites. -/
def dimerOrbital : Fin 1 → Fin 2 → ℝ := fun _ _ => √2 / 2
```

Direct multiplication gives $Hc_0=-c_0$, so $a_0=1$. The partner is $(1,-1)/\sqrt2$, and the two orbitals satisfy closure:

$$\tfrac12+\tfrac12s_rs_t=\delta_{rt}.$$

The mutual polarisability is

$$\pi_{01}=4\cdot\frac{\tfrac12\cdot(-\tfrac12)}{-1-1}=\frac12,$$

positive, as it must be for sites on opposite sublattices with nonzero bond order (here $p_{01}=1$). The theorem checks the coupling condition, the orbital energy, closure and this value in turn. The matrix statements are settled entry by entry, and $\sqrt2\cdot\sqrt2=2$ supplies the normalisation.

```lean
/-- The two-site system couples only opposite sublattices, its occupied orbital has energy
`-1`, closure holds, and the mutual polarisability is `1/2`. -/
theorem dimer_witness :
    (∀ r t, dimerSign r = dimerSign t → dimerH r t = 0) ∧
    dimerH *ᵥ dimerOrbital 0 = (-1 : ℝ) • dimerOrbital 0 ∧
    (∀ r t, ∑ j, dimerOrbital j r * dimerOrbital j t
      + ∑ j, partner dimerSign (dimerOrbital j) r * partner dimerSign (dimerOrbital j) t
      = (1 : Matrix (Fin 2) (Fin 2) ℝ) r t) ∧
    pairedPolarisability dimerSign dimerOrbital (fun _ => 1) 0 1 = 1 / 2 := by
  have hq : √2 * √2 = (2 : ℝ) := Real.mul_self_sqrt (by norm_num)
  refine ⟨?_, ?_, ?_, ?_⟩
  · intro r t h
    fin_cases r <;> fin_cases t <;>
      first
        | (simp [dimerH]; done)
        | (exfalso; norm_num [dimerSign] at h)
  · ext i
    fin_cases i <;> simp [dimerH, dimerOrbital, Matrix.mulVec, dotProduct, Fin.sum_univ_succ]
  · intro r t
    have e : ∑ j, dimerOrbital j r * dimerOrbital j t
        + ∑ j, partner dimerSign (dimerOrbital j) r * partner dimerSign (dimerOrbital j) t
        = 1 / 2 + dimerSign r * dimerSign t / 2 := by
      simp only [partner, dimerOrbital, Finset.univ_unique, Finset.sum_singleton]
      linear_combination (1 / 4 + dimerSign r * dimerSign t / 4) * hq
    rw [e]
    fin_cases r <;> fin_cases t <;> norm_num [dimerSign, Matrix.one_apply]
  · have h0 : dimerSign 0 = 1 := rfl
    have h1 : dimerSign 1 = -1 := rfl
    simp only [pairedPolarisability, polarisability, partner, dimerOrbital,
      Finset.univ_unique, Finset.sum_singleton, h0, h1]
    linear_combination ((√2 * √2 + 2) / 8) * hq

end

end AlternatingPolarity
```

```lean
#print axioms AlternatingPolarity.partner_energy
#print axioms AlternatingPolarity.alternating_polarity_strict
#print axioms AlternatingPolarity.opposite_sites_pos
#print axioms AlternatingPolarity.self_polarisability_neg
```

```
'AlternatingPolarity.partner_energy' depends on axioms: [propext, Classical.choice, Quot.sound]
'AlternatingPolarity.alternating_polarity_strict' depends on axioms: [propext, Classical.choice, Quot.sound]
'AlternatingPolarity.opposite_sites_pos' depends on axioms: [propext, Classical.choice, Quot.sound]
'AlternatingPolarity.self_polarisability_neg' depends on axioms: [propext, Classical.choice, Quot.sound]
```
